# A diffusive wire has Fano factor $1/3$ with a two-step distribution and $\sqrt3/4$ with hot electrons between cold ends

A diffusive wire between zero-temperature reservoirs has Fano factor $1/3$ if its electrons keep the two-step energy distribution, and $\sqrt3/4$ if they thermalise among themselves and lose no heat to the lattice. I start from

$$F=\frac{2}{V}\int_0^1 dx\int dE\, f(1-f),$$

where $x$ is the position along a wire of unit length, $E$ the energy, $f(x,E)$ the occupation and $V>0$ the bias in energy units. I can do the integrals, but I would like a rigorous version that a machine has checked, including the ends of the wire, where the temperature goes to zero. How does that look?

## Two energy integrals and one heat balance

Both values hold at every bias $V>0$. Within this semiclassical model with cold reservoirs, a shot-noise measurement can therefore help to tell elastic transport from transport with strong electron-electron scattering.

**Two-step distribution.** Here $f=1$ below the bias window, $f=x$ inside it and $f=0$ above it. Only the window, of width $V$, contributes to $f(1-f)$:

$$\int f(1-f)\,dE=V\,x(1-x),\qquad F=\frac2V\cdot V\left(\frac12-\frac13\right)=\frac13 .$$

**Hot electrons.** Let $T(x)\ge 0$ be the local temperature in energy units and $\mu(x)$ the local chemical potential. For $T>0$ the Fermi function $f=1/(e^{(E-\mu)/T}+1)$ satisfies $\partial_E f=-f(1-f)/T$, so

$$\int f(1-f)\,dE=\big[-Tf\big]_{-\infty}^{\infty}=T .$$

At $T=0$ the occupation is a step, $f(1-f)=0$, and the integral is again $T$. Hence $F=(2/V)\int_0^1T\,dx$.

The temperature follows from

$$\frac{\pi^2}{6}(T^2)''=-V^2,\qquad T(0)=T(1)=0 .$$

The right-hand side is minus the Joule heating of a uniform wire, in which $\mu$ changes linearly by $V$ from end to end. The left-hand side is heat conduction by the electrons, and its coefficient is half the Wiedemann–Franz value $\pi^2/3$, because $TT'=(T^2)'/2$.

The function $\frac{3V^2}{\pi^2}x(1-x)$ has second derivative $-6V^2/\pi^2$ and vanishes at both ends. Let $w$ be the difference between $T^2$ and this function. The temperature is continuous up to the ends, so $w$ is too; moreover $w''=0$ inside the wire and $w(0)=w(1)=0$. For $0<x<1$ the constant slope of $w$ equals both $w(x)/x$ and $-w(x)/(1-x)$, so $w(x)=0$. Since $T\ge0$,

$$T(x)=\frac{\sqrt3\,V}{\pi}\sqrt{x(1-x)} .$$

With $x=(1+u)/2$ the remaining integral is a half-disc area:

$$\int_0^1\sqrt{x(1-x)}\,dx=\frac14\int_{-1}^1\sqrt{1-u^2}\,du=\frac\pi8,\qquad F=\frac2V\cdot\frac{\sqrt3V}{\pi}\cdot\frac\pi8=\frac{\sqrt3}{4}.$$

Because $3>16/9$, we have $\sqrt3>4/3$, so the hot-electron value is the larger one.

## The wire as Lean sees it

`fano V f` is the formula for $F$, with the energy integral over the whole real line. `twoStep` places the bias window at $(0,V]$, so the reservoir at $x=0$ has chemical potential $0$ and the one at $x=1$ has $V$. `fermi T μ E` is the Fermi function, with $T=0$ defined separately as a step; the bare formula would there give $f=1/2$ at every energy, since Lean sets division by zero to zero.

`IsHotElectronProfile V T q` collects the conditions on the temperature: $T$ is continuous and non-negative on $[0,1]$ and zero at both ends, $q$ is the derivative of $T^2$ inside the wire, and $\frac{\pi^2}{6}q$ has derivative $-V^2$ there. Differentiability of $T$ itself is not assumed.

The main theorems are `fano_twoStep` and `fano_hotElectron`. The second takes any profile that meets these conditions and any function `μ`, because the energy integral does not depend on the chemical potential. This freedom is formal: the heating term $V^2$ in the heat balance is that of the linear $\mu(x)=Vx$. `fano_twoStep_lt_hotElectron` compares the two values.

The noise formula, the two-step distribution and the heat balance are inputs; none of them is derived from a kinetic equation. Heat loss to phonons and warm reservoirs are left out.

```lean
import Mathlib

open MeasureTheory Filter Set Real
open scoped Topology

namespace DiffusiveWireNoise

noncomputable section

/-- Fano factor of a wire of unit length with occupation `f x E` at position `x` and energy `E`,
for bias `V > 0`. -/
def fano (V : ℝ) (f : ℝ → ℝ → ℝ) : ℝ :=
  2 / V * ∫ x in (0:ℝ)..1, ∫ E, f x E * (1 - f x E)

/-- Two-step distribution: full below the bias window `(0, V]`, equal to `x` inside it,
empty above it. -/
def twoStep (V x E : ℝ) : ℝ := if E ≤ 0 then 1 else if E ≤ V then x else 0

/-- Fermi function at temperature `T ≥ 0` (in energy units) and chemical potential `μ`;
at `T = 0` it is the step function. -/
def fermi (T μ E : ℝ) : ℝ :=
  if T = 0 then (if E ≤ μ then 1 else 0) else 1 / (Real.exp ((E - μ) / T) + 1)

/-- Heat balance of hot electrons at bias `V`: `(π²/6)(T²)'' = -V²` inside the wire, with `q` the
gradient of `T²`, for a temperature `T` that is continuous and non-negative on `[0,1]` and zero at
both ends. -/
structure IsHotElectronProfile (V : ℝ) (T q : ℝ → ℝ) : Prop where
  cont : ContinuousOn T (Icc 0 1)
  nonneg : ∀ x ∈ Icc (0:ℝ) 1, 0 ≤ T x
  left : T 0 = 0
  right : T 1 = 0
  grad : ∀ x ∈ Ioo (0:ℝ) 1, HasDerivAt (fun y => T y ^ 2) (q x) x
  heat : ∀ x ∈ Ioo (0:ℝ) 1, HasDerivAt (fun y => π ^ 2 / 6 * q y) (-V ^ 2) x

/-- The temperature profile `(√3 V/π) √(x(1-x))` for positions `x` in `[0,1]`. -/
def hotTemperature (V x : ℝ) : ℝ := √3 * V / π * √(x * (1 - x))

/-- For a Fermi function at temperature `T ≥ 0`, `f(1-f)` is integrable over energy and its
integral is `T`. -/
theorem integral_fermi_noise {T : ℝ} (hT : 0 ≤ T) (μ : ℝ) :
    Integrable (fun E => fermi T μ E * (1 - fermi T μ E)) ∧
      ∫ E, fermi T μ E * (1 - fermi T μ E) = T := by
  rcases hT.eq_or_lt with h | h
  · subst h
    have h0 : (fun E => fermi 0 μ E * (1 - fermi 0 μ E)) = fun _ => (0:ℝ) := by
      funext E
      by_cases hE : E ≤ μ <;> simp [fermi, hE]
    rw [h0]
    constructor <;> simp
  have hf : ∀ E, fermi T μ E = 1 / (Real.exp ((E - μ) / T) + 1) := by
    intro E
    simp only [fermi, if_neg h.ne']
  have hb : ∀ E, 0 ≤ fermi T μ E ∧ fermi T μ E ≤ 1 := by
    intro E
    rw [hf]
    refine ⟨by positivity, ?_⟩
    rw [div_le_one (by positivity)]
    linarith [Real.exp_pos ((E - μ) / T)]
  -- `-T f` is an antiderivative of `f(1-f)`
  have hd : ∀ E, HasDerivAt (fun E => -T * fermi T μ E)
      (fermi T μ E * (1 - fermi T μ E)) E := by
    intro E
    simp only [hf]
    have h1 : HasDerivAt (fun E => Real.exp ((E - μ) / T) + 1)
        (Real.exp ((E - μ) / T) * (1 / T)) E :=
      ((((hasDerivAt_id' E).sub_const μ).div_const T).exp).add_const 1
    have hp : Real.exp ((E - μ) / T) + 1 ≠ 0 := by positivity
    refine (((hasDerivAt_const E (1:ℝ)).fun_div h1 hp).const_mul (-T)).congr_deriv ?_
    have hT0 := h.ne'
    generalize Real.exp ((E - μ) / T) = e at hp ⊢
    field_simp
    ring
  have hc : Continuous (fun E => fermi T μ E * (1 - fermi T μ E)) := by
    have h1 : Continuous (fun E => fermi T μ E) := by
      simp only [hf]
      exact continuous_const.div (by fun_prop) (fun E => by positivity)
    exact h1.mul (continuous_const.sub h1)
  have hi : Integrable (fun E => fermi T μ E * (1 - fermi T μ E)) := by
    refine integrable_of_intervalIntegral_norm_bounded T (a := fun i : ℝ => -i)
      (b := fun i : ℝ => i) (l := atTop) (fun i => hc.integrableOn_Ioc)
      tendsto_neg_atTop_atBot tendsto_id (Eventually.of_forall fun i => ?_)
    have hn : ∀ E, ‖fermi T μ E * (1 - fermi T μ E)‖ = fermi T μ E * (1 - fermi T μ E) :=
      fun E => Real.norm_of_nonneg (mul_nonneg (hb E).1 (sub_nonneg.2 (hb E).2))
    simp only [hn]
    rw [intervalIntegral.integral_eq_sub_of_hasDerivAt (fun E _ => hd E)
      (hc.intervalIntegrable _ _)]
    nlinarith [mul_nonneg h.le (hb i).1, mul_le_mul_of_nonneg_left (hb (-i)).2 h.le]
  -- the Fermi function tends to 0 at high and to 1 at low energy
  have htop : Tendsto (fun E => -T * fermi T μ E) atTop (𝓝 (-T * 0)) := by
    simp only [hf]
    have hu : Tendsto (fun E : ℝ => (E - μ) / T) atTop atTop :=
      Tendsto.atTop_div_const h (by
        simpa only [sub_eq_add_neg, id_eq] using
          tendsto_atTop_add_const_right atTop (-μ) tendsto_id)
    exact (tendsto_const_nhds.div_atTop
      (tendsto_atTop_add_const_right atTop 1 (Real.tendsto_exp_atTop.comp hu))).const_mul (-T)
  have hbot : Tendsto (fun E => -T * fermi T μ E) atBot (𝓝 (-T * (1 / (0 + 1)))) := by
    simp only [hf]
    have hl : Tendsto (fun E : ℝ => (E - μ) / T) atBot atBot :=
      Tendsto.atBot_div_const h (by
        simpa only [sub_eq_add_neg, id_eq] using
          tendsto_atBot_add_const_right atBot (-μ) tendsto_id)
    exact (tendsto_const_nhds.div ((Real.tendsto_exp_atBot.comp hl).add_const 1)
      (by norm_num)).const_mul (-T)
  refine ⟨hi, ?_⟩
  rw [integral_of_hasDerivAt_of_tendsto hd hi hbot htop]
  ring

/-- A function that is continuous on `[0,1]`, has zero second derivative on `(0,1)` and is zero at
both ends vanishes on `[0,1]`. -/
theorem eq_zero_of_laplace {w w' : ℝ → ℝ} (hc : ContinuousOn w (Icc 0 1))
    (h0 : w 0 = 0) (h1 : w 1 = 0) (hw : ∀ x ∈ Ioo (0:ℝ) 1, HasDerivAt w (w' x) x)
    (hw' : ∀ x ∈ Ioo (0:ℝ) 1, HasDerivAt w' 0 x) {x : ℝ} (hx : x ∈ Icc (0:ℝ) 1) :
    w x = 0 := by
  rcases hx.1.eq_or_lt with hl | hl
  · rw [← hl, h0]
  rcases hx.2.eq_or_lt with hr | hr
  · rw [hr, h1]
  -- mean slopes left and right of `x` agree, since the slope is constant
  obtain ⟨a, ha, ea⟩ := exists_hasDerivAt_eq_slope w w' hl
    (hc.mono (Icc_subset_Icc_right hr.le)) (fun y hy => hw y ⟨hy.1, hy.2.trans hr⟩)
  obtain ⟨b, hb, eb⟩ := exists_hasDerivAt_eq_slope w w' hr
    (hc.mono (Icc_subset_Icc_left hl.le)) (fun y hy => hw y ⟨hl.trans hy.1, hy.2⟩)
  have hab : a < b := ha.2.trans hb.1
  obtain ⟨c, _, ec⟩ := exists_hasDerivAt_eq_slope w' (fun _ => 0) hab
    (fun y hy => (hw' y ⟨ha.1.trans_le hy.1, hy.2.trans_lt hb.2⟩).continuousAt.continuousWithinAt)
    (fun y hy => hw' y ⟨ha.1.trans hy.1, hy.2.trans hb.2⟩)
  rw [eq_div_iff (by linarith)] at ea
  rw [eq_div_iff (by linarith)] at eb
  rw [eq_div_iff (by linarith)] at ec
  linear_combination -(1 - x) * ea + x * eb + x * (1 - x) * ec + (1 - x) * h0 + x * h1

/-- The square of the explicit profile is `(3V²/π²) x(1-x)` on the wire. -/
theorem hotTemperature_sq (V : ℝ) {x : ℝ} (hx : x ∈ Icc (0:ℝ) 1) :
    hotTemperature V x ^ 2 = 3 * V ^ 2 / π ^ 2 * (x * (1 - x)) := by
  have h : 0 ≤ x * (1 - x) := mul_nonneg hx.1 (sub_nonneg.2 hx.2)
  rw [hotTemperature, mul_pow, div_pow, mul_pow, Real.sq_sqrt h,
    Real.sq_sqrt (by norm_num : (0:ℝ) ≤ 3)]

/-- Every solution of the hot-electron heat balance at bias `V > 0` is the explicit profile. -/
theorem IsHotElectronProfile.eq_hotTemperature {V : ℝ} (hV : 0 < V) {T q : ℝ → ℝ}
    (hP : IsHotElectronProfile V T q) {x : ℝ} (hx : x ∈ Icc (0:ℝ) 1) :
    T x = hotTemperature V x := by
  have hpi : π ≠ 0 := Real.pi_ne_zero
  have key : T x ^ 2 - 3 * V ^ 2 / π ^ 2 * (x * (1 - x)) = 0 := by
    refine eq_zero_of_laplace (w := fun y => T y ^ 2 - 3 * V ^ 2 / π ^ 2 * (y * (1 - y)))
      (w' := fun y => q y - 3 * V ^ 2 / π ^ 2 * (1 - 2 * y))
      ((hP.cont.pow 2).sub (by fun_prop)) (by simp [hP.left]) (by simp [hP.right])
      (fun y hy => ?_) (fun y hy => ?_) hx
    · refine ((hP.grad y hy).fun_sub (((hasDerivAt_id' y).fun_mul
        ((hasDerivAt_id' y).const_sub 1)).const_mul (3 * V ^ 2 / π ^ 2))).congr_deriv ?_
      ring
    · have hq : HasDerivAt q (6 / π ^ 2 * (-V ^ 2)) y := by
        refine ((hP.heat y hy).const_mul (6 / π ^ 2)).congr_of_eventuallyEq
          (Eventually.of_forall fun z => ?_)
        change q z = 6 / π ^ 2 * (π ^ 2 / 6 * q z)
        field_simp
      refine (hq.fun_sub ((((hasDerivAt_id' y).const_mul 2).const_sub 1).const_mul
        (3 * V ^ 2 / π ^ 2))).congr_deriv ?_
      ring
  have hn : 0 ≤ hotTemperature V x := by unfold hotTemperature; positivity
  refine (sq_eq_sq₀ (hP.nonneg x hx) hn).1 ?_
  rw [hotTemperature_sq V hx]
  linarith

/-- The explicit profile solves the hot-electron heat balance at every bias `V > 0`. -/
theorem isHotElectronProfile_witness {V : ℝ} (hV : 0 < V) :
    IsHotElectronProfile V (hotTemperature V)
      (fun x => 3 * V ^ 2 / π ^ 2 * (1 - 2 * x)) where
  cont := by
    unfold hotTemperature
    exact (continuous_const.mul (Real.continuous_sqrt.comp (by fun_prop))).continuousOn
  nonneg x _ := by unfold hotTemperature; positivity
  left := by simp [hotTemperature]
  right := by simp [hotTemperature]
  grad x hx := by
    have h : HasDerivAt (fun y : ℝ => 3 * V ^ 2 / π ^ 2 * (y * (1 - y)))
        (3 * V ^ 2 / π ^ 2 * (1 - 2 * x)) x := by
      refine (((hasDerivAt_id' x).fun_mul
        ((hasDerivAt_id' x).const_sub 1)).const_mul (3 * V ^ 2 / π ^ 2)).congr_deriv ?_
      ring
    refine h.congr_of_eventuallyEq ?_
    filter_upwards [Ioo_mem_nhds hx.1 hx.2] with y hy
    exact hotTemperature_sq V ⟨hy.1.le, hy.2.le⟩
  heat x _ := by
    have hpi : π ≠ 0 := Real.pi_ne_zero
    refine (((((hasDerivAt_id' x).const_mul 2).const_sub 1).const_mul
      (3 * V ^ 2 / π ^ 2)).const_mul (π ^ 2 / 6)).congr_deriv ?_
    field_simp
    ring

/-- The integral of `√(x(1-x))` over the wire is `π/8`. -/
theorem integral_sqrt_profile : ∫ x in (0:ℝ)..1, √(x * (1 - x)) = π / 8 := by
  have h : ∀ x : ℝ, √(x * (1 - x)) = 1 / 2 * √(1 - (2 * x - 1) ^ 2) := by
    intro x
    rw [show 1 - (2 * x - 1) ^ 2 = 2 ^ 2 * (x * (1 - x)) by ring,
      Real.sqrt_mul (by norm_num : (0:ℝ) ≤ 2 ^ 2), Real.sqrt_sq (by norm_num : (0:ℝ) ≤ 2)]
    ring
  -- map the wire to `[-1, 1]`, where the integral is the area of a half disc
  have h2 : ∫ x in (0:ℝ)..1, √(1 - (2 * x - 1) ^ 2) =
      (2:ℝ)⁻¹ • ∫ u in (2 * 0 - 1 : ℝ)..(2 * 1 - 1), √(1 - u ^ 2) :=
    intervalIntegral.integral_comp_mul_sub (fun u : ℝ => √(1 - u ^ 2)) two_ne_zero 1
  simp only [h]
  rw [intervalIntegral.integral_const_mul, h2, show (2 * 0 - 1 : ℝ) = -1 by norm_num,
    show (2 * 1 - 1 : ℝ) = 1 by norm_num, integral_sqrt_one_sub_sq, smul_eq_mul]
  ring

/-- The two-step distribution has Fano factor `1/3` at every bias `V > 0`. -/
theorem fano_twoStep {V : ℝ} (hV : 0 < V) : fano V (twoStep V) = 1 / 3 := by
  have hE : ∀ x, ∫ E, twoStep V x E * (1 - twoStep V x E) = V * (x * (1 - x)) := by
    intro x
    have h : (fun E => twoStep V x E * (1 - twoStep V x E)) =
        (Ioc 0 V).indicator (fun _ => x * (1 - x)) := by
      funext E
      rcases le_or_gt E 0 with h1 | h1
      · simp [twoStep, Set.indicator, h1, not_lt.2 h1]
      · by_cases h2 : E ≤ V <;> simp [twoStep, Set.indicator, h1, not_le.2 h1, h2]
    rw [h, integral_indicator measurableSet_Ioc, setIntegral_const,
      Real.volume_real_Ioc_of_le hV.le, sub_zero, smul_eq_mul]
  have hd : ∀ x : ℝ, HasDerivAt (fun y : ℝ => y ^ 2 / 2 - y ^ 3 / 3) (x * (1 - x)) x := by
    intro x
    refine (((hasDerivAt_pow 2 x).div_const 2).fun_sub
      ((hasDerivAt_pow 3 x).div_const 3)).congr_deriv ?_
    norm_num
    ring
  have hx : ∫ x in (0:ℝ)..1, x * (1 - x) = 1 / 6 := by
    rw [intervalIntegral.integral_eq_sub_of_hasDerivAt (fun x _ => hd x)
      (Continuous.intervalIntegrable (by fun_prop) _ _)]
    norm_num
  simp only [fano, hE]
  rw [intervalIntegral.integral_const_mul, hx]
  field_simp
  norm_num

/-- Local Fermi functions with a hot-electron temperature profile have Fano factor `√3/4` at every
bias `V > 0`, for any local chemical potential `μ`. -/
theorem fano_hotElectron {V : ℝ} (hV : 0 < V) {T q : ℝ → ℝ}
    (hP : IsHotElectronProfile V T q) (μ : ℝ → ℝ) :
    fano V (fun x => fermi (T x) (μ x)) = √3 / 4 := by
  have h : ∫ x in (0:ℝ)..1, ∫ E, fermi (T x) (μ x) E * (1 - fermi (T x) (μ x) E) =
      ∫ x in (0:ℝ)..1, √3 * V / π * √(x * (1 - x)) := by
    refine intervalIntegral.integral_congr (fun x hx => ?_)
    rw [Set.uIcc_of_le zero_le_one] at hx
    exact (integral_fermi_noise (hP.nonneg x hx) (μ x)).2.trans (hP.eq_hotTemperature hV hx)
  have hpi : π ≠ 0 := Real.pi_ne_zero
  unfold fano
  rw [h, intervalIntegral.integral_const_mul, integral_sqrt_profile]
  field_simp
  norm_num

/-- At equal bias the two-step distribution has a smaller Fano factor than hot electrons. -/
theorem fano_twoStep_lt_hotElectron {V : ℝ} (hV : 0 < V) {T q : ℝ → ℝ}
    (hP : IsHotElectronProfile V T q) (μ : ℝ → ℝ) :
    fano V (twoStep V) < fano V (fun x => fermi (T x) (μ x)) := by
  rw [fano_twoStep hV, fano_hotElectron hV hP μ]
  have h : (4 / 3 : ℝ) < √3 := (Real.lt_sqrt (by norm_num)).2 (by norm_num)
  linarith

end

end DiffusiveWireNoise
```

```lean
#print axioms DiffusiveWireNoise.fano_twoStep_lt_hotElectron
```

```
'DiffusiveWireNoise.fano_twoStep_lt_hotElectron' depends on axioms: [propext, Classical.choice, Quot.sound]
```

## From the antiderivative to the half disc

`integral_fermi_noise` treats $T=0$ first. For $T>0$, `hd` establishes that $-Tf$ is an antiderivative of $f(1-f)$. This bounds the integral over every interval $[-i,i]$ by $T$, which gives integrability (`hi`). The limits `htop` and `hbot` then supply the boundary terms, and the integral is $T$.

`eq_zero_of_laplace` is the argument for $w=0$. Two uses of the mean value theorem find points `a` and `b`, left and right of $x$, where `w'` equals the mean slopes. A third use shows that `w'` takes the same value at both. The final `linear_combination` solves for $w(x)$.

`IsHotElectronProfile.eq_hotTemperature` applies this to $T^2-\frac{3V^2}{\pi^2}x(1-x)$. It then passes from equal squares to equal temperatures, using that both are non-negative and that `hotTemperature_sq` gives the square of the explicit profile. In the other direction, `isHotElectronProfile_witness` shows that the explicit profile does solve the heat balance, so `fano_hotElectron` is not a statement about an empty class.

`integral_sqrt_profile` maps the wire to $[-1,1]$ and uses Mathlib's half-disc integral. `fano_hotElectron` replaces the inner integral by $T(x)$, then by the explicit profile, and inserts $\pi/8$. In `fano_twoStep`, the integrand is rewritten as $x(1-x)$ on the window and zero elsewhere, and the position integral comes from an antiderivative.

## Derivatives at the cold ends, and warm reservoirs

The condition `grad` is imposed only on the open interval `Ioo 0 1` for a reason. Suppose it were required on the closed interval. `HasDerivAt` is two-sided, and $T^2$ has a minimum at $x=0$, where it is zero, so its derivative there would have to vanish. The heat balance, however, gives the slope $3V^2/\pi^2>0$ from inside the wire. No profile would satisfy the conditions, and the theorem would be true but empty.

The reservoirs could also have been modelled at a temperature $T_0>0$, with a position-weighted mixture of the two reservoir Fermi functions in the elastic case and $T(0)=T(1)=T_0$ for hot electrons. The same expression for $F$ would then include thermal noise and depend on $V/T_0$, and the two constants would appear only as limits for $V\gg T_0$.
